# A non-empty even product of distinct Majorana matrices is traceless, and so is an odd one that omits a matrix

A system of $M$ fermionic modes has $2M$ Majorana operators, two for each mode, and its Hamiltonian can be written as a linear combination of products of distinct ones, the empty product being the identity. At infinite temperature and fixed chemical potential the state is the identity divided by the dimension $D$ of the full Fock space, so the mean energy is the trace of the Hamiltonian divided by $D$. Which products contribute to it?

In this finite-dimensional setting only the identity term does. An even product of distinct operators is traceless unless it is empty, and an odd one cannot use up all $2M$ operators, so it leaves one out and is traceless too. The derivation needs only the anticommutation relations and the cyclicity of the trace.

## Matrices, labels and strings

The operators are complex $D\times D$ matrices $\gamma_i$. In Lean, `n` is the finite type that indexes rows and columns, so $D$ is `Fintype.card n`, and `ι` is the type of labels $i$.

```lean
import Mathlib

open Matrix

namespace MajoranaTrace

noncomputable section

variable {ι n : Type*} [DecidableEq ι] [Fintype n] [DecidableEq n]
```

The Kronecker delta $\delta_{ij}$ is taken as a complex number, since it will multiply matrices and traces.

```lean
/-- The Kronecker delta of two labels, as a complex number. -/
def delta (i j : ι) : ℂ := if i = j then 1 else 0
```

The defining relations are
$$\gamma_i\gamma_j+\gamma_j\gamma_i=2\delta_{ij}\,\mathbb 1 .$$
The factor 2 fixes the normalisation $\gamma_i^2=\mathbb 1$. Physical Majorana operators are also Hermitian, but `IsMajorana` does not ask for this, and no step below uses it.

```lean
/-- The Majorana anticommutation relations `γ_i γ_j + γ_j γ_i = 2 δ_ij`. -/
def IsMajorana (γ : ι → Matrix n n ℂ) : Prop :=
  ∀ i j, γ i * γ j + γ j * γ i = (2 * delta i j) • (1 : Matrix n n ℂ)
```

A product is specified by an ordered list $l$ of labels. I write $S_l$ for the matrix product in that order, with $S_{[\,]}=\mathbb 1$ for the empty list. That the factors are distinct will be expressed by `l.Nodup`: no label occurs twice.

```lean
/-- The ordered product of the operators whose labels are listed in `l`. -/
def majoranaString (γ : ι → Matrix n n ℂ) (l : List ι) : Matrix n n ℂ :=
  (l.map γ).prod
```

## Squares and signs

Setting $i=j$ in the relations gives $2\gamma_j^2=2\cdot\mathbb 1$, hence $\gamma_j^2=\mathbb 1$. The proof writes $\gamma_j\gamma_j$ as half of $\gamma_j\gamma_j+\gamma_j\gamma_j$ and substitutes the relation.

```lean
/-- Each Majorana operator squares to the identity. -/
theorem majorana_sq {γ : ι → Matrix n n ℂ} (h : IsMajorana γ) (j : ι) :
    γ j * γ j = 1 := by
  calc γ j * γ j = (1 / 2 : ℂ) • (γ j * γ j + γ j * γ j) := by module
    _ = 1 := by
      rw [h j j, smul_smul]
      norm_num [delta]
```

For $j\neq a$ the relations read $\gamma_j\gamma_a=-\gamma_a\gamma_j$. If $j$ does not occur in $l$, and $l$ has length $k$, then moving $\gamma_j$ through the string costs one sign per factor:
$$\gamma_j S_l=(-1)^k S_l\gamma_j .$$
This is an induction on the list. For the empty list both sides are $\gamma_j$. For a list with first label $a$ and remainder $t$ of length $k-1$,
$$\gamma_j\gamma_a S_t=-\gamma_a\gamma_j S_t=-(-1)^{k-1}\gamma_a S_t\gamma_j=(-1)^k\gamma_a S_t\gamma_j .$$
In the code, `anti` is the first equality and `ih` supplies the second.

```lean
/-- Moving a Majorana operator through a string that does not contain it
gives one minus sign per factor. -/
theorem majorana_mul_string {γ : ι → Matrix n n ℂ} (h : IsMajorana γ) (j : ι)
    (l : List ι) (hj : j ∉ l) :
    γ j * majoranaString γ l =
      (-1 : ℂ) ^ l.length • (majoranaString γ l * γ j) := by
  induction l with
  | nil => simp [majoranaString]
  | cons a t ih =>
    have hne : j ≠ a := fun e => hj (by simp [e])
    have ht : j ∉ t := fun e => hj (List.mem_cons_of_mem a e)
    have anti : γ j * γ a = -(γ a * γ j) :=
      eq_neg_of_add_eq_zero_left (by rw [h j a]; simp [delta, hne])
    have hs : majoranaString γ (a :: t) = γ a * majoranaString γ t := by
      simp [majoranaString]
    rw [hs, List.length_cons]
    -- pass the first factor, then use the induction hypothesis for the rest
    calc γ j * (γ a * majoranaString γ t)
        = (γ j * γ a) * majoranaString γ t := (mul_assoc _ _ _).symm
      _ = -(γ a * (γ j * majoranaString γ t)) := by
          rw [anti, neg_mul, mul_assoc]
      _ = (-1 : ℂ) ^ (t.length + 1) • (γ a * majoranaString γ t * γ j) := by
          rw [ih ht, Matrix.mul_smul, pow_succ, mul_assoc (γ a)]
          module
```

## Even strings

Let the string be $\gamma_a S_t$, with even and positive length. Then $t$ has odd length and, the labels being distinct, does not contain $a$. Anticommutation therefore gives $\gamma_a S_t=-S_t\gamma_a$, and with cyclicity
$$\operatorname{tr}(\gamma_a S_t)=-\operatorname{tr}(S_t\gamma_a)=-\operatorname{tr}(\gamma_a S_t),$$
so the trace is zero. The two equalities are `h1` and `h2`, and `linear_combination` solves them for the trace.

```lean
/-- A non-empty string of an even number of distinct Majorana operators is traceless. -/
theorem trace_even_string {γ : ι → Matrix n n ℂ} (h : IsMajorana γ)
    (l : List ι) (hd : l.Nodup) (hl : Even l.length) (hne : l ≠ []) :
    (majoranaString γ l).trace = 0 := by
  cases l with
  | nil => exact absurd rfl hne
  | cons a t =>
    have ha : a ∉ t := (List.nodup_cons.mp hd).1
    have ht : Odd t.length := by
      rw [List.length_cons] at hl
      rcases hl with ⟨m, hm⟩
      exact ⟨m - 1, by omega⟩
    have hs : majoranaString γ (a :: t) = γ a * majoranaString γ t := by
      simp [majoranaString]
    have hm := majorana_mul_string h a t ha
    rw [ht.neg_one_pow, neg_smul, one_smul] at hm
    -- anticommutation and cyclicity give opposite signs
    have h1 := congrArg Matrix.trace hm
    rw [Matrix.trace_neg] at h1
    have h2 := Matrix.trace_mul_comm (γ a) (majoranaString γ t)
    rw [hs]
    linear_combination h1 / 2 + h2 / 2
```

## Odd strings with an operator left out

Repeating that argument for an odd string proves nothing. The first factor now passes an even number of others, the sign is $+1$, and the conclusion is that the trace equals itself. An operator outside the string can supply the missing sign.

Let $j$ be a label that does not occur in $l$, and let $l$ have odd length. Inserting $\gamma_j^2=\mathbb 1$, moving one factor through the string and using cyclicity gives
$$\operatorname{tr}S_l=\operatorname{tr}(\gamma_j\gamma_jS_l)=-\operatorname{tr}(\gamma_jS_l\gamma_j)=-\operatorname{tr}(S_l\gamma_j\gamma_j)=-\operatorname{tr}S_l .$$
The `calc` block follows this chain. The factors of $S_l$ need not be distinct here, so the theorem has no `Nodup` hypothesis.

```lean
/-- A string of odd length is traceless if some Majorana operator does not occur in it;
repeated factors are allowed. -/
theorem trace_odd_string {γ : ι → Matrix n n ℂ} (h : IsMajorana γ)
    (l : List ι) (hl : Odd l.length) (j : ι) (hj : j ∉ l) :
    (majoranaString γ l).trace = 0 := by
  have hm := majorana_mul_string h j l hj
  rw [hl.neg_one_pow, neg_smul, one_smul] at hm
  -- insert the square of the missing operator and carry one factor around
  have key : (majoranaString γ l).trace = -(majoranaString γ l).trace := by
    calc (majoranaString γ l).trace
        = (γ j * (γ j * majoranaString γ l)).trace := by
          rw [← mul_assoc, majorana_sq h, one_mul]
      _ = -(γ j * (majoranaString γ l * γ j)).trace := by
          rw [hm, mul_neg, Matrix.trace_neg]
      _ = -(majoranaString γ l).trace := by
          rw [Matrix.trace_mul_comm, mul_assoc, majorana_sq h, mul_one]
  linear_combination key / 2
```

## Both cases together

The combined theorem says: if the $\gamma_i$ satisfy the relations and $l$ has no repeated label, then $\operatorname{tr}S_l=0$ whenever $l$ is non-empty of even length, or is of odd length and misses some label in `ι`.

```lean
/-- A product of distinct Majorana operators is traceless if their number is even and
positive, or if it is odd and some Majorana operator is not among the factors. -/
theorem trace_majoranaString {γ : ι → Matrix n n ℂ} (h : IsMajorana γ)
    (l : List ι) (hd : l.Nodup)
    (hl : (Even l.length ∧ l ≠ []) ∨ (Odd l.length ∧ ∃ j, j ∉ l)) :
    (majoranaString γ l).trace = 0 := by
  rcases hl with ⟨he, hne⟩ | ⟨ho, j, hj⟩
  · exact trace_even_string h l hd he hne
  · exact trace_odd_string h l ho j hj
```

The smallest strings show what the conditions do. The empty string has even length but trace $D$. A single $\gamma_a$ is traceless as soon as a second operator exists. If it is the only one, the $1\times1$ matrix $\gamma_a=1$ satisfies the relations and has trace 1.

## Two and four operators with arbitrary labels

When labels may coincide, the trace of two operators follows from the trace of the defining relation. By cyclicity its two terms on the left are equal, so
$$\operatorname{tr}(\gamma_a\gamma_b)=D\,\delta_{ab}.$$

```lean
/-- The trace of two Majorana operators is the dimension times the Kronecker delta. -/
theorem trace_two {γ : ι → Matrix n n ℂ} (h : IsMajorana γ) (a b : ι) :
    (γ a * γ b).trace = (Fintype.card n : ℂ) * delta a b := by
  have h1 := congrArg Matrix.trace (h a b)
  rw [Matrix.trace_add, Matrix.trace_smul, Matrix.trace_one, smul_eq_mul] at h1
  have h2 := Matrix.trace_mul_comm (γ a) (γ b)
  linear_combination h1 / 2 + h2 / 2
```

For four operators, carry $\gamma_a$ to the far right and collect the anticommutators, with $\{A,B\}=AB+BA$:
$$\gamma_a\gamma_b\gamma_c\gamma_d+\gamma_b\gamma_c\gamma_d\gamma_a=\{\gamma_a,\gamma_b\}\gamma_c\gamma_d-\gamma_b\{\gamma_a,\gamma_c\}\gamma_d+\gamma_b\gamma_c\{\gamma_a,\gamma_d\}.$$
Each anticommutator is a number times the identity. Under the trace the two terms on the left are equal, and the two-operator result evaluates the right-hand side:
$$\operatorname{tr}(\gamma_a\gamma_b\gamma_c\gamma_d)=D\,(\delta_{ab}\delta_{cd}-\delta_{ac}\delta_{bd}+\delta_{ad}\delta_{bc}).$$
Divided by $D>0$, this is the four-operator case of Wick's theorem in the infinite-temperature state, with a minus sign for the crossed pairing. The formula does not cover thermal states at finite temperature or longer products.

In the proof, `key` is the operator identity after the relations have been substituted, and `h2` is the cyclic step.

```lean
/-- Wick's formula for four Majorana operators with arbitrary labels: the trace is the
dimension times the signed sum over the three pairings. -/
theorem trace_four {γ : ι → Matrix n n ℂ} (h : IsMajorana γ) (a b c d : ι) :
    (γ a * γ b * γ c * γ d).trace = (Fintype.card n : ℂ) *
      (delta a b * delta c d - delta a c * delta b d + delta a d * delta b c) := by
  -- carry the first operator to the far right, collecting anticommutators
  have key : γ a * γ b * γ c * γ d + γ b * γ c * γ d * γ a =
      (2 * delta a b) • (γ c * γ d) - (2 * delta a c) • (γ b * γ d)
        + (2 * delta a d) • (γ b * γ c) := by
    calc γ a * γ b * γ c * γ d + γ b * γ c * γ d * γ a
        = (γ a * γ b + γ b * γ a) * γ c * γ d
          - γ b * (γ a * γ c + γ c * γ a) * γ d
          + γ b * γ c * (γ a * γ d + γ d * γ a) := by noncomm_ring
      _ = _ := by
          rw [h a b, h a c, h a d]
          simp only [Matrix.smul_mul, Matrix.mul_smul, one_mul, mul_one]
  have h1 := congrArg Matrix.trace key
  simp only [Matrix.trace_add, Matrix.trace_sub, Matrix.trace_smul, smul_eq_mul,
    trace_two h] at h1
  have h2 : (γ b * γ c * γ d * γ a).trace = (γ a * γ b * γ c * γ d).trace := by
    rw [Matrix.trace_mul_comm]
    simp only [mul_assoc]
  linear_combination h1 / 2 - h2 / 2
```

## The Pauli matrices

The Pauli matrices give a concrete family with $D=2$. The labels 0, 1, 2 stand for $x$, $y$, $z$. This family tests the algebra and is not the full set of Majorana operators of a system of modes, which is even in number; the same holds for the single $1\times1$ matrix above. One mode has two Majorana operators, for instance $\sigma_x$ and $\sigma_y$, and $\sigma_z=-i\sigma_x\sigma_y$ is then built from their product.

```lean
/-- The three Pauli matrices, in the order x, y, z. -/
def pauli : Fin 3 → Matrix (Fin 2) (Fin 2) ℂ :=
  ![!![0, 1; 1, 0], !![0, -Complex.I; Complex.I, 0], !![1, 0; 0, -1]]
```

The relations are checked entry by entry for all nine pairs of labels.

```lean
/-- The Pauli matrices satisfy the Majorana anticommutation relations. -/
theorem isMajorana_witness : IsMajorana pauli := by
  intro i j
  ext a b
  fin_cases i <;> fin_cases j <;> fin_cases a <;> fin_cases b <;>
    simp [pauli, delta] <;> norm_num
```

Since $\sigma_x\sigma_y=i\sigma_z$ and $\sigma_z^2=\mathbb 1$, the product $\sigma_x\sigma_y\sigma_z$ is $i\,\mathbb 1$, with trace $2i$. Its factors are distinct and odd in number, but no label is left over, so the condition on odd strings is a real restriction.

```lean
/-- The product of the three Pauli matrices in the order x, y, z has trace `2i`. -/
theorem trace_pauli_string :
    (majoranaString pauli [0, 1, 2]).trace = 2 * Complex.I := by
  simp [majoranaString, pauli, Matrix.trace_fin_two]
  ring

end

end MajoranaTrace
```

```lean
#print axioms MajoranaTrace.trace_majoranaString
-- 'MajoranaTrace.trace_majoranaString' depends on axioms: [propext, Classical.choice, Quot.sound]
#print axioms MajoranaTrace.trace_four
-- 'MajoranaTrace.trace_four' depends on axioms: [propext, Classical.choice, Quot.sound]
#print axioms MajoranaTrace.trace_pauli_string
-- 'MajoranaTrace.trace_pauli_string' depends on axioms: [propext, Classical.choice, Quot.sound]
```
